# The squared steady coherence of a driven Bloch vector is at most \(w_0^2T_2/(4T_1)\)

## Does relaxation cap the steady coherence, whatever the drive?

If I keep raising the drive on a damped two-level system to get more steady coherence, past some point I get less, and nothing in the equations of motion tells me at a glance where that point is. On resonance I can find it by a scan, but with a detuning it moves.

I believe there is a simple rule. Let \(u,v\) be the coherence components of the Bloch vector, \(w\) its inversion and \(w_0\ne0\) the equilibrium inversion. With relaxation times \(T_1,T_2>0\), detuning \(D\) and Rabi frequency \(R\), every steady state should obey

\[
u^2+v^2\le \frac{w_0^2T_2}{4T_1},
\]

with equality exactly when \(R^2T_1T_2=1+D^2T_2^2\). Can this be made rigorous and checked by machine, without assuming the steady-state formula?

## The cap follows from an ellipsoid that contains neither \(D\) nor \(R\)

Yes. Setting the three Bloch rates to zero gives

\[
-\frac{u}{T_2}-Dv=0,\qquad Du-\frac{v}{T_2}-Rw=0,\qquad Rv-\frac{w-w_0}{T_1}=0 .
\]

Multiplying out the relaxation times turns these into

\[
u=-DT_2v,\qquad v=T_2(Du-Rw),\qquad w-w_0=T_1Rv .
\]

Multiply the first equation by \(u\), the second by \(v\), and add. The detuning terms cancel, leaving \(u^2+v^2=-T_2Rvw\). The third equation gives \(Rv=(w-w_0)/T_1\), so

\[
T_1(u^2+v^2)=T_2\,w(w_0-w).
\]

Since \(w(w_0-w)=w_0^2/4-(w-w_0/2)^2\), division by \(T_1\) yields

\[
u^2+v^2=\frac{w_0^2T_2}{4T_1}-\frac{T_2}{T_1}\Bigl(w-\frac{w_0}{2}\Bigr)^2 .
\]

The last term is never positive, which proves the bound. Equality means \(w=w_0/2\): the drive has halved the inversion.

To find when that happens, put \(u=-DT_2v\) into the second equation, which gives \(v(1+D^2T_2^2)=-T_2Rw\). Multiply the third equation by \(1+D^2T_2^2\) and substitute:

\[
w\,(1+D^2T_2^2+R^2T_1T_2)=w_0\,(1+D^2T_2^2).
\]

For \(w_0\neq0\), this gives \(w=w_0/2\) exactly when \(R^2T_1T_2=1+D^2T_2^2\).

At any fixed \(D\) a real \(R\) satisfies this condition, so detuning raises the drive needed but does not lower the attainable maximum.

## What the Lean statements say

`IsSteady T1 T2 w0 D R u v w` is the conjunction of the three vanishing rates, with all quantities real. It fixes the signs of the rotating-frame equations and treats \(D\) and \(R\) as angular frequencies. If \((u,v,w)\) is the Bloch vector of a density matrix \(\rho\), then \(u^2+v^2=4|\rho_{12}|^2\), so the bound on \(|\rho_{12}|^2\) itself is \(w_0^2T_2/(16T_1)\).

The main theorem, `steady_coherence_bound`, takes positive relaxation times, `w0 ≠ 0` and a steady state, and returns the inequality together with the equality criterion. Three further theorems complete the picture:

- `exists_drive_iff` says which Bloch vectors some detuning and real Rabi frequency can hold steady, with the drive phase fixed as in these equations, where the drive rotates the vector about the \(u\) axis: those on the ellipsoid \(T_1(u^2+v^2)=T_2w(w_0-w)\), with the proviso that \(v=0\) is allowed only at the equilibrium state \((0,0,w_0)\).
- `isGreatest_coherence` says that at each fixed detuning the bound is attained by some drive.
- `coherence_le_half` gives \(u^2+v^2\le w_0^2/2\) when \(T_2\le 2T_1\). That hypothesis stands for a coherence that decays at least at half the population relaxation rate, with any pure dephasing adding to it.

The model is a single two-level system with constant relaxation times and a constant drive in the rotating frame. The relaxation terms are postulated, not derived from a bath, and the theorems concern stationary points, not the approach to them. Within this model, the bound is a quick test for the output of a numerical steady-state solver.

A slip to watch for in the formal statement is leaving out `w0 ≠ 0`, because the inequality holds without it. The equality criterion does not: for \(w_0=0\) the only steady state is the origin, so both sides are zero for every drive, including \(R=0\), where \(R^2T_1T_2=1+D^2T_2^2\) fails.

```lean
import Mathlib

namespace MaximumSteadyCoherence

/-- The Bloch vector `(u, v, w)` is stationary under the driven Bloch equations with relaxation
times `T1`, `T2`, equilibrium inversion `w0`, detuning `D` and Rabi frequency `R`. -/
def IsSteady (T1 T2 w0 D R u v w : ℝ) : Prop :=
  -u / T2 - D * v = 0 ∧ D * u - v / T2 - R * w = 0 ∧ R * v - (w - w0) / T1 = 0

variable {T1 T2 w0 D R u v w : ℝ}

/-- The steady Bloch equations with the relaxation times cleared from the denominators. -/
theorem isSteady_iff (hT1 : 0 < T1) (hT2 : 0 < T2) :
    IsSteady T1 T2 w0 D R u v w ↔
      u = -(D * T2 * v) ∧ v = T2 * (D * u - R * w) ∧ w - w0 = T1 * R * v := by
  have hi : T2 * T2⁻¹ = 1 := mul_inv_cancel₀ hT2.ne'
  have hj : T1 * T1⁻¹ = 1 := mul_inv_cancel₀ hT1.ne'
  unfold IsSteady
  constructor
  · rintro ⟨h1, h2, h3⟩
    refine ⟨?_, ?_, ?_⟩
    · linear_combination (-T2) * h1 - u * hi
    · linear_combination (-T2) * h2 - v * hi
    · linear_combination (-T1) * h3 - (w - w0) * hj
  · rintro ⟨h1, h2, h3⟩
    refine ⟨?_, ?_, ?_⟩
    · linear_combination (-T2⁻¹) * h1 + D * v * hi
    · linear_combination (-T2⁻¹) * h2 - (D * u - R * w) * hi
    · linear_combination (-T1⁻¹) * h3 - R * v * hj

/-- Every steady Bloch vector lies on an ellipsoid (a single point if `w0 = 0`) fixed by `T1`, `T2`
and `w0`, whatever the detuning and the Rabi frequency. -/
theorem steady_ellipsoid (hT1 : 0 < T1) (hT2 : 0 < T2)
    (h : IsSteady T1 T2 w0 D R u v w) :
    T1 * (u ^ 2 + v ^ 2) = T2 * w * (w0 - w) := by
  obtain ⟨h1, h2, h3⟩ := (isSteady_iff hT1 hT2).1 h
  -- the detuning only rotates `u` into `v` and drops out of the balance
  linear_combination T1 * u * h1 + T1 * v * h2 + T2 * w * h3

/-- A Bloch vector can be held steady by some detuning and Rabi frequency exactly when it lies on
the ellipsoid and, if its component `v` vanishes, it is the equilibrium state `(0, 0, w0)`. -/
theorem exists_drive_iff (hT1 : 0 < T1) (hT2 : 0 < T2) :
    (∃ D R, IsSteady T1 T2 w0 D R u v w) ↔
      T1 * (u ^ 2 + v ^ 2) = T2 * w * (w0 - w) ∧ (v = 0 → u = 0 ∧ w = w0) := by
  constructor
  · rintro ⟨D, R, h⟩
    refine ⟨steady_ellipsoid hT1 hT2 h, fun hv => ?_⟩
    obtain ⟨h1, -, h3⟩ := (isSteady_iff hT1 hT2).1 h
    rw [hv, mul_zero] at h1 h3
    exact ⟨by linarith, by linarith⟩
  · rintro ⟨hell, h0⟩
    by_cases hv : v = 0
    · obtain ⟨hu, hw⟩ := h0 hv
      refine ⟨0, 0, (isSteady_iff hT1 hT2).2 ?_⟩
      simp [hu, hv, hw]
    · -- the first and third equations fix the detuning and the drive
      have hT1' := hT1.ne'
      have hT2' := hT2.ne'
      obtain ⟨D, hD⟩ : ∃ D : ℝ, D * (T2 * v) = -u :=
        ⟨-u / (T2 * v), div_mul_cancel₀ _ (mul_ne_zero hT2' hv)⟩
      obtain ⟨R, hR⟩ : ∃ R : ℝ, R * (T1 * v) = w - w0 :=
        ⟨(w - w0) / (T1 * v), div_mul_cancel₀ _ (mul_ne_zero hT1' hv)⟩
      refine ⟨D, R, (isSteady_iff hT1 hT2).2 ⟨?_, ?_, ?_⟩⟩
      · linear_combination hD
      · apply mul_left_cancel₀ (mul_ne_zero hT1' hv)
        linear_combination hell - T1 * u * hD + T2 * w * hR
      · linear_combination -hR

/-- The squared steady coherence equals `w0² T2 / (4 T1)` minus a multiple of the squared distance
of the inversion from `w0 / 2`. -/
theorem coherence_eq (hT1 : 0 < T1) (hT2 : 0 < T2) (h : IsSteady T1 T2 w0 D R u v w) :
    u ^ 2 + v ^ 2 = w0 ^ 2 * T2 / (4 * T1) - T2 / T1 * (w - w0 / 2) ^ 2 := by
  have hj : T1 * T1⁻¹ = 1 := mul_inv_cancel₀ hT1.ne'
  linear_combination T1⁻¹ * steady_ellipsoid hT1 hT2 h - (u ^ 2 + v ^ 2) * hj

/-- For `w0 ≠ 0`, the steady inversion is half its equilibrium value exactly when `R² T1 T2 = 1 + D²
T2²`. -/
theorem half_inversion_iff (hT1 : 0 < T1) (hT2 : 0 < T2) (hw0 : w0 ≠ 0)
    (h : IsSteady T1 T2 w0 D R u v w) :
    w = w0 / 2 ↔ R ^ 2 * T1 * T2 = 1 + D ^ 2 * T2 ^ 2 := by
  obtain ⟨h1, h2, h3⟩ := (isSteady_iff hT1 hT2).1 h
  -- eliminate `u`, then `v`
  have hv : v * (1 + D ^ 2 * T2 ^ 2) = -(T2 * R * w) := by
    linear_combination h2 + T2 * D * h1
  have hw : w * (1 + D ^ 2 * T2 ^ 2 + R ^ 2 * T1 * T2) = w0 * (1 + D ^ 2 * T2 ^ 2) := by
    linear_combination (1 + D ^ 2 * T2 ^ 2) * h3 + T1 * R * hv
  constructor
  · intro e
    apply mul_left_cancel₀ hw0
    linear_combination 2 * hw - 2 * (1 + D ^ 2 * T2 ^ 2 + R ^ 2 * T1 * T2) * e
  · intro e
    have ha : 1 + D ^ 2 * T2 ^ 2 ≠ 0 := by positivity
    apply mul_left_cancel₀ ha
    linear_combination hw / 2 - w / 2 * e

/-- **Maximum steady coherence.** The squared steady coherence is at most `w0² T2 / (4 T1)`, with
equality if and only if `R² T1 T2 = 1 + D² T2²`, for a nonzero equilibrium inversion `w0`. -/
theorem steady_coherence_bound (hT1 : 0 < T1) (hT2 : 0 < T2) (hw0 : w0 ≠ 0)
    (h : IsSteady T1 T2 w0 D R u v w) :
    u ^ 2 + v ^ 2 ≤ w0 ^ 2 * T2 / (4 * T1) ∧
      (u ^ 2 + v ^ 2 = w0 ^ 2 * T2 / (4 * T1) ↔
        R ^ 2 * T1 * T2 = 1 + D ^ 2 * T2 ^ 2) := by
  have key := coherence_eq hT1 hT2 h
  have hc : 0 < T2 / T1 := div_pos hT2 hT1
  refine ⟨?_, ?_⟩
  · have := mul_nonneg hc.le (sq_nonneg (w - w0 / 2))
    linarith
  · rw [← half_inversion_iff hT1 hT2 hw0 h]
    constructor
    · intro e
      -- equality forces the square to vanish
      have hz : T2 / T1 * (w - w0 / 2) ^ 2 = 0 := by linarith
      have hs := (mul_eq_zero.1 hz).resolve_left hc.ne'
      have := (pow_eq_zero_iff two_ne_zero).1 hs
      linarith
    · intro e
      rw [key, e]
      ring

/-- At every fixed detuning, `w0² T2 / (4 T1)` is the greatest squared coherence among the steady
states obtained by varying the Rabi frequency. -/
theorem isGreatest_coherence (hT1 : 0 < T1) (hT2 : 0 < T2) (w0 D : ℝ) :
    IsGreatest {c : ℝ | ∃ R u v w, IsSteady T1 T2 w0 D R u v w ∧ c = u ^ 2 + v ^ 2}
      (w0 ^ 2 * T2 / (4 * T1)) := by
  constructor
  · have ha : 0 < 1 + D ^ 2 * T2 ^ 2 := by positivity
    have hT : 0 < T1 * T2 := mul_pos hT1 hT2
    -- the optimal drive and the resulting component `v`
    obtain ⟨R, hR⟩ : ∃ R : ℝ, R ^ 2 * (T1 * T2) = 1 + D ^ 2 * T2 ^ 2 :=
      ⟨√((1 + D ^ 2 * T2 ^ 2) / (T1 * T2)), by
        rw [Real.sq_sqrt (div_pos ha hT).le, div_mul_cancel₀ _ hT.ne']⟩
    obtain ⟨v, hv⟩ : ∃ v : ℝ, v * (1 + D ^ 2 * T2 ^ 2) = -(T2 * R * w0 / 2) :=
      ⟨-(T2 * R * w0 / 2) / (1 + D ^ 2 * T2 ^ 2), div_mul_cancel₀ _ ha.ne'⟩
    have hs : IsSteady T1 T2 w0 D R (-(D * T2 * v)) v (w0 / 2) := by
      refine (isSteady_iff hT1 hT2).2 ⟨rfl, ?_, ?_⟩
      · linear_combination hv
      · apply mul_left_cancel₀ ha.ne'
        linear_combination (-(T1 * R)) * hv + w0 / 2 * hR
    refine ⟨R, _, v, _, hs, ?_⟩
    rw [coherence_eq hT1 hT2 hs]
    ring
  · rintro c ⟨R, u, v, w, hs, rfl⟩
    have key := coherence_eq hT1 hT2 hs
    have := mul_nonneg (div_pos hT2 hT1).le (sq_nonneg (w - w0 / 2))
    linarith

/-- If `T2 ≤ 2 T1`, the squared steady coherence is at most half the squared equilibrium
inversion. -/
theorem coherence_le_half (hT1 : 0 < T1) (hT2 : 0 < T2) (hT : T2 ≤ 2 * T1)
    (h : IsSteady T1 T2 w0 D R u v w) : u ^ 2 + v ^ 2 ≤ w0 ^ 2 / 2 := by
  have hb : u ^ 2 + v ^ 2 ≤ w0 ^ 2 * T2 / (4 * T1) :=
    (isGreatest_coherence hT1 hT2 w0 D).2 ⟨R, u, v, w, h, rfl⟩
  refine hb.trans ?_
  rw [div_le_div_iff₀ (by positivity) (by positivity)]
  nlinarith [mul_le_mul_of_nonneg_left hT (sq_nonneg w0)]

end MaximumSteadyCoherence
```

```lean
#print axioms MaximumSteadyCoherence.exists_drive_iff
#print axioms MaximumSteadyCoherence.steady_coherence_bound
#print axioms MaximumSteadyCoherence.coherence_le_half
```

```
'MaximumSteadyCoherence.exists_drive_iff' depends on axioms: [propext, Classical.choice, Quot.sound]
'MaximumSteadyCoherence.steady_coherence_bound' depends on axioms: [propext, Classical.choice, Quot.sound]
'MaximumSteadyCoherence.coherence_le_half' depends on axioms: [propext, Classical.choice, Quot.sound]
```

## How the proof follows the algebra

`isSteady_iff` clears the relaxation times. Each `linear_combination` names the multiples of the hypotheses that add up to the goal, and Lean verifies the resulting polynomial identity.

`steady_ellipsoid` is the balance between coherence loss and driving. Its coefficients `T1 * u`, `T1 * v` and `T2 * w` are the multipliers used above, scaled by \(T_1\), with the third equation brought in at the same time. `coherence_eq` then divides by \(T_1\) and completes the square.

In `half_inversion_iff`, the intermediate facts `hv` and `hw` are the two elimination formulas. One direction cancels the nonzero factor \(w_0\), the other the positive factor \(1+D^2T_2^2\).

`steady_coherence_bound` gets the inequality from the nonnegative square. For equality, it shows that the square must vanish, hence \(w=w_0/2\), and `half_inversion_iff` translates this into the drive condition.

For the converse in `exists_drive_iff`, when \(v\ne0\) the first and third equations determine \(D=-u/(T_2v)\) and \(R=(w-w_0)/(T_1v)\); the ellipsoid equation then supplies the second. `isGreatest_coherence` constructs the optimum explicitly, taking \(R\) as a square root, \(w=w_0/2\) and \(v=-T_2Rw_0/\bigl(2(1+D^2T_2^2)\bigr)\). Its upper-bound half, combined with \(T_2\le2T_1\), gives `coherence_le_half`.
